# Fukui functions on finitely many sites: $f=(1+XK)g$ when $1-X_0K$ is invertible

We take the self-consistency of a Fukui function as a relation that a pair of densities may or may not satisfy, and not as a formula that defines one density from the other. Densities are real functions on a finite set of sites, and a frontier density $g$ and a Fukui function $f$ are related when

$$f = g + X_0 K f .$$

With this choice, existence and uniqueness of $f$ have to be proved.

The Fukui function is the derivative of the electron density with respect to the number of electrons at fixed external potential, taken on the side of addition or of removal. In a Kohn–Sham picture with a non-degenerate frontier orbital, its first part is the density $g$ of that orbital. The full density change $f$ alters the effective potential by $Kf$, where the matrix $K$ is the interaction kernel (Hartree plus exchange-correlation). The occupied orbitals, including the frontier orbital if it is occupied, respond to this potential through the non-interacting response matrix $X_0$, whose entry $(X_0)_{ij}$ is the density change on site $i$ per unit potential on site $j$.

Suppose that $1-X_0K$ is invertible, and define the interacting response $X=(1-X_0K)^{-1}X_0$. Then each $g$ has exactly one partner $f$, namely $(1+XK)g$. If every column of $X_0$ sums to zero, $f$ and $g$ have the same total. Within this finite, linear-response model, $XKg$ is therefore the orbital relaxation that is neglected when the Fukui function is approximated by the frontier orbital density.

## Solving for the relaxed density

Moving the response term to the left gives the linear system $(1-X_0K)f=g$. The definition of $X$ gives $(1-X_0K)X=X_0$, which is the Dyson equation

$$X = X_0 + X_0KX .$$

With $X-X_0KX=X_0$ we find

$$(1-X_0K)(1+XK) = 1-X_0K+(X-X_0KX)K = 1-X_0K+X_0K = 1 .$$

For square matrices a right inverse is also a left inverse, so $1+XK=(1-X_0K)^{-1}$ and the system has the single solution $f=(1+XK)g$.

Invertibility is also necessary for unique solvability. If $1-X_0K$ is singular, there is a nonzero $v$ with $v=X_0Kv$, a density that sustains itself without a source. Then $v$ and $0$ both solve the relation for $g=0$.

## Conservation of the total

For any potential $w$, exchanging the sums gives

$$\sum_i (X_0w)_i=\sum_j\Big(\sum_i (X_0)_{ij}\Big)w_j .$$

This vanishes if all column sums are zero. The condition stands for particle conservation: a potential moves electrons between sites but creates none. With $w=Kf$, the relation gives $\sum_i f_i=\sum_i g_i$, so a frontier density normalised to one electron yields a Fukui function that also sums to one.

Conversely, let $K$ be invertible and suppose that every solution keeps the total. Let $e_j$ be the unit potential on site $j$, and choose $f=K^{-1}e_j$ and $g=f-X_0e_j$. This pair satisfies the relation because $Kf=e_j$. Its totals differ by $\sum_i(X_0)_{ij}$, which must therefore be zero. Some condition on $K$ is needed here: for $K=0$ we have $f=g$ whatever the columns of $X_0$ are.

## Two sites

Let the sites be $0$ and $1$, with response strength $a$ and on-site kernel $U$:

$$X_0=\begin{pmatrix}-a&a\\a&-a\end{pmatrix},\qquad K=\begin{pmatrix}U&0\\0&U\end{pmatrix}.$$

The relation becomes

$$f_0=g_0-aU(f_0-f_1),\qquad f_1=g_1+aU(f_0-f_1).$$

Adding the equations gives $f_0+f_1=g_0+g_1$. Subtracting them gives $(1+2aU)(f_0-f_1)=g_0-g_1$. For $a,U>0$ the response reduces the contrast between the sites. With $aU=\tfrac12$, for example, $g=(\tfrac34,\tfrac14)$ becomes $f=(\tfrac58,\tfrac38)$.

## The relation in Lean

The sites form a finite type `n`, and a density is a function `n → ℝ`.

```lean
import Mathlib

open Matrix

namespace FukuiScreening

noncomputable section

variable {n : Type*} [Fintype n]
```

The predicate `FukuiEquation X0 K g f` is the relation above, where `*ᵥ` applies a matrix to a vector. The matrices are arbitrary: neither symmetry nor a sign is assumed, and neither matrix is derived from a density functional. Likewise, `g` need not be positive or normalised. The relation itself is postulated, as the static linear-response equation. Since totals are plain sums, the entries of a density should be read as site populations; on a grid, the volume weights have to be absorbed into them.

```lean
/-- The self-consistency relation `f = g + X0 K f`: the Fukui function `f` is the frontier
density `g` plus the non-interacting response `X0` to the potential `K f` induced by `f`. -/
def FukuiEquation (X0 K : Matrix n n ℝ) (g f : n → ℝ) : Prop :=
  f = g + X0 *ᵥ (K *ᵥ f)
```

## Totals without invertibility

The hypothesis `hX0` says that for each column `j` the sum over rows `i` is zero. The proof exchanges the two sums with `Finset.sum_comm` and factors the potential out of the inner one.

```lean
/-- If every column of the response matrix sums to zero, the density induced by any
potential `w` has total zero. -/
theorem total_induced_density {X0 : Matrix n n ℝ} (hX0 : ∀ j, ∑ i, X0 i j = 0)
    (w : n → ℝ) : ∑ i, (X0 *ᵥ w) i = 0 := by
  simp only [Matrix.mulVec, dotProduct]
  rw [Finset.sum_comm]
  simp only [← Finset.sum_mul, hX0, zero_mul, Finset.sum_const_zero]
```

The next theorem sums the relation over the sites and removes the induced part by the previous lemma. It applies to any solution that exists, so it does not need $1-X_0K$ to be invertible.

```lean
/-- If every column of `X0` sums to zero, each solution `f` of the self-consistency relation
has the same total as the frontier density `g`. -/
theorem total_fukui {X0 K : Matrix n n ℝ} (hX0 : ∀ j, ∑ i, X0 i j = 0)
    {g f : n → ℝ} (hf : FukuiEquation X0 K g f) : ∑ i, f i = ∑ i, g i := by
  calc ∑ i, f i = ∑ i, (g i + (X0 *ᵥ (K *ᵥ f)) i) :=
        Finset.sum_congr rfl fun i _ => congrFun hf i
    _ = ∑ i, g i := by
        rw [Finset.sum_add_distrib, total_induced_density hX0, add_zero]
```

## The interacting response and the inverse

The matrix $X$ is `response X0 K`. Mathlib's inverse of a singular matrix is zero, so the theorems about $X$ carry the hypothesis `IsUnit (1 - X0 * K)`, which says that the matrix is invertible.

```lean
variable [DecidableEq n]

/-- The interacting response `X = (1 - X0 K)⁻¹ X0`, meaningful when `1 - X0 K` is
invertible. -/
def response (X0 K : Matrix n n ℝ) : Matrix n n ℝ :=
  (1 - X0 * K)⁻¹ * X0
```

For the Dyson equation, `h1` is the identity $(1-X_0K)X=X_0$, obtained by cancelling the inverse. Expanding the product and moving one term across gives the result.

```lean
/-- Dyson equation: if `1 - X0 K` is invertible, the interacting response satisfies
`X = X0 + X0 K X`. -/
theorem response_dyson {X0 K : Matrix n n ℝ} (h : IsUnit (1 - X0 * K)) :
    response X0 K = X0 + X0 * K * response X0 K := by
  have h1 : (1 - X0 * K) * response X0 K = X0 := by
    unfold response
    rw [← mul_assoc, Matrix.mul_nonsing_inv _ ((Matrix.isUnit_iff_isUnit_det _).1 h), one_mul]
  rw [sub_mul, one_mul] at h1
  exact sub_eq_iff_eq_add.1 h1
```

The product $(1-X_0K)(1+XK)$ is then regrouped by `noncomm_ring`, which respects the order of matrix factors, and the Dyson equation reduces it to the identity.

```lean
/-- If `1 - X0 K` is invertible, its inverse is `1 + X K`, with `X` the interacting
response. -/
theorem screening_inverse {X0 K : Matrix n n ℝ} (h : IsUnit (1 - X0 * K)) :
    (1 - X0 * K) * (1 + response X0 K * K) = 1 := by
  have h1 : response X0 K - X0 * K * response X0 K = X0 :=
    sub_eq_iff_eq_add.2 (response_dyson h)
  calc (1 - X0 * K) * (1 + response X0 K * K)
      = 1 - X0 * K + (response X0 K - X0 * K * response X0 K) * K := by noncomm_ring
    _ = 1 := by rw [h1, sub_add_cancel]
```

## Existence and uniqueness of the Fukui function

The first lemma rewrites the relation as the linear system. It holds for all matrices.

```lean
/-- The self-consistency relation is the linear system `(1 - X0 K) f = g`. -/
theorem fukuiEquation_iff_linear (X0 K : Matrix n n ℝ) (g f : n → ℝ) :
    FukuiEquation X0 K g f ↔ (1 - X0 * K) *ᵥ f = g := by
  unfold FukuiEquation
  rw [Matrix.sub_mulVec, Matrix.one_mulVec, ← Matrix.mulVec_mulVec, sub_eq_iff_eq_add]
```

The solution formula is stated as an equivalence: `f` satisfies the relation exactly when it equals $(1+XK)g$. In the proof, `hr` is the right-inverse identity and `mul_eq_one_comm` turns it into the left-inverse identity `hl`. The forward direction substitutes $g=(1-X_0K)f$ and uses `hl`; the backward direction inserts the formula for `f` and uses `hr`.

```lean
/-- If `1 - X0 K` is invertible, then for any frontier density `g` the relation
`f = g + X0 K f` holds exactly when `f = (1 + X K) g`, with `X` the interacting response. -/
theorem fukui_solution {X0 K : Matrix n n ℝ} (h : IsUnit (1 - X0 * K)) (g f : n → ℝ) :
    FukuiEquation X0 K g f ↔ f = (1 + response X0 K * K) *ᵥ g := by
  have hr := screening_inverse h
  have hl := mul_eq_one_comm.1 hr
  rw [fukuiEquation_iff_linear]
  constructor
  · intro hf
    rw [← hf, Matrix.mulVec_mulVec, hl, Matrix.one_mulVec]
  · intro hf
    rw [hf, Matrix.mulVec_mulVec, hr, Matrix.one_mulVec]
```

Unique solvability for every `g` is now shown to be equivalent to invertibility. In the forward direction a zero determinant supplies the self-sustaining density `v`, and uniqueness at `g = 0` forces it to equal zero, a contradiction. The backward direction reads existence and uniqueness off the solution formula.

```lean
/-- The self-consistency relation has exactly one solution for every frontier density if and
only if `1 - X0 K` is invertible. -/
theorem existsUnique_iff_isUnit (X0 K : Matrix n n ℝ) :
    (∀ g, ∃! f, FukuiEquation X0 K g f) ↔ IsUnit (1 - X0 * K) := by
  constructor
  · intro h
    rw [Matrix.isUnit_iff_isUnit_det, isUnit_iff_ne_zero]
    intro hdet
    -- a singular matrix has a density that sustains itself without any source
    obtain ⟨v, hv, hv0⟩ := Matrix.exists_mulVec_eq_zero_iff.2 hdet
    exact hv ((h 0).unique ((fukuiEquation_iff_linear X0 K 0 v).2 hv0)
      ((fukuiEquation_iff_linear X0 K 0 0).2 (Matrix.mulVec_zero _)))
  · intro h g
    exact ⟨_, (fukui_solution h g _).2 rfl, fun f hf => (fukui_solution h g f).1 hf⟩
```

## Which responses keep the total

The hypothesis `hK` makes the kernel invertible, while $1-X_0K$ may be singular. The left side of the equivalence quantifies over all pairs `g`, `f` that satisfy the relation. The vector `Pi.single j 1` is $e_j$, and `hw` confirms that the chosen density induces this potential. Then `h1` compares the two totals, `h2` identifies the total of $X_0e_j$ with the sum of column `j`, and `linarith` concludes that this sum is zero. The other direction is `total_fukui`.

```lean
/-- For fixed `X0` and an invertible kernel `K`, all pairs `g`, `f` that satisfy the
self-consistency relation have equal totals if and only if all columns of `X0` sum to zero. -/
theorem total_conserved_iff {X0 K : Matrix n n ℝ} (hK : IsUnit K) :
    (∀ g f, FukuiEquation X0 K g f → ∑ i, f i = ∑ i, g i) ↔ ∀ j, ∑ i, X0 i j = 0 := by
  constructor
  · intro h j
    -- choose `f` so that the induced potential is a unit potential on site `j`
    have hw : K *ᵥ (K⁻¹ *ᵥ (Pi.single j 1 : n → ℝ)) = Pi.single j 1 := by
      rw [Matrix.mulVec_mulVec,
        Matrix.mul_nonsing_inv _ ((Matrix.isUnit_iff_isUnit_det _).1 hK), Matrix.one_mulVec]
    have h1 := h (K⁻¹ *ᵥ (Pi.single j 1 : n → ℝ) - X0 *ᵥ (Pi.single j 1 : n → ℝ))
      (K⁻¹ *ᵥ (Pi.single j 1 : n → ℝ))
      (by unfold FukuiEquation; rw [hw, sub_add_cancel])
    have h2 : ∑ i, (X0 *ᵥ (Pi.single j 1 : n → ℝ)) i = ∑ i, X0 i j :=
      Finset.sum_congr rfl fun i _ => by simp
    simp only [Pi.sub_apply, Finset.sum_sub_distrib] at h1
    linarith
  · intro h g f hf
    exact total_fukui h hf
```

## The two-site formula

The type `Fin 2` has the elements 0 and 1, matching the site labels used above. The theorem assumes only $1+2aU\neq0$, so `a` and `U` may have either sign. It states that the sum and the difference together are equivalent to the relation. The step `key` writes out the two scalar equations. Their sum and difference give one direction, and half the sum and half the difference of the resulting equations recover the original pair.

```lean
/-- Two sites with response strength `a` and on-site kernel `U`, where `1 + 2aU ≠ 0`: `f`
solves the self-consistency relation exactly when it has the total of `g` and its difference
between the sites is that of `g` divided by `1 + 2aU`. -/
theorem two_site_fukui {a U : ℝ} (h : 1 + 2 * a * U ≠ 0) (g f : Fin 2 → ℝ) :
    FukuiEquation !![-a, a; a, -a] !![U, 0; 0, U] g f ↔
      f 0 + f 1 = g 0 + g 1 ∧ f 0 - f 1 = (g 0 - g 1) / (1 + 2 * a * U) := by
  have key : FukuiEquation !![-a, a; a, -a] !![U, 0; 0, U] g f ↔
      f 0 = g 0 + (-a * (U * f 0) + a * (U * f 1)) ∧
      f 1 = g 1 + (a * (U * f 0) + -a * (U * f 1)) := by
    simp [FukuiEquation, funext_iff, Fin.forall_fin_two, dotProduct, Fin.sum_univ_two]
    rw [mul_comm (U * f 0) a, mul_comm (U * f 1) a]
  rw [key, eq_div_iff h]
  constructor
  · rintro ⟨h0, h1⟩
    constructor
    · linear_combination h0 + h1
    · linear_combination h0 - h1
  · rintro ⟨hs, hd⟩
    constructor
    · linear_combination (hs + hd) / 2
    · linear_combination (hs - hd) / 2

end

end FukuiScreening
```

```lean
#print axioms FukuiScreening.existsUnique_iff_isUnit
#print axioms FukuiScreening.total_conserved_iff
#print axioms FukuiScreening.two_site_fukui
```

```
'FukuiScreening.existsUnique_iff_isUnit' depends on axioms: [propext, Classical.choice, Quot.sound]
'FukuiScreening.total_conserved_iff' depends on axioms: [propext, Classical.choice, Quot.sound]
'FukuiScreening.two_site_fukui' depends on axioms: [propext, Classical.choice, Quot.sound]
```
